# A Hermitian operator on a nonempty finite grid has a lowest energy level

The theorem `lowestLevel_isLeast` says that a Hermitian operator on a nonempty finite grid, given as a complex matrix `H`, has a lowest energy level. A level is a real number `E` for which `H v = E v` has a nonzero solution `v`, which need not be normalised, and the theorem states that the infimum of the levels is itself a level. The attempt takes the smallest eigenvalue from the spectral decomposition and shows that no level lies below it. An eigenvector `v` for a level `E` must overlap with some eigenvector of the orthonormal eigenbasis, and since `H` is Hermitian, the two then have the same eigenvalue.

In Lean, a first try:

```lean
import Mathlib

open Matrix
open scoped ComplexOrder

namespace LowestLevelIsLeast

noncomputable section

variable {n : Type*} [Fintype n] [DecidableEq n]

/-- The energy levels of an operator on the grid: the real numbers `E` for which
`H v = E v` has a nonzero solution. -/
def levels (H : Matrix n n ℂ) : Set ℝ :=
  {E | ∃ v : n → ℂ, v ≠ 0 ∧ H *ᵥ v = (E : ℂ) • v}

/-- The infimum of the energy levels, meant for Hermitian operators on a nonempty grid. -/
def lowestLevel (H : Matrix n n ℂ) : ℝ := sInf (levels H)

/-- Each eigenvalue in the spectral decomposition of a Hermitian operator is an energy level. -/
theorem eigenvalue_mem_levels {H : Matrix n n ℂ} (hH : H.IsHermitian) (i : n) :
    hH.eigenvalues i ∈ levels H := by
  refine ⟨(hH.eigenvectorBasis i).ofLp, ?_, ?_⟩
  · intro h
    exact hH.eigenvectorBasis.orthonormal.ne_zero i (PiLp.ext fun j => congrFun h j)
  · rw [hH.mulVec_eigenvectorBasis i]
    ext j
    simp only [Pi.smul_apply, Complex.real_smul, smul_eq_mul]

/-- A Hermitian operator on a nonempty finite grid has a lowest energy level, and
`lowestLevel` is that level. -/
theorem lowestLevel_isLeast [Nonempty n] {H : Matrix n n ℂ} (hH : H.IsHermitian) :
    IsLeast (levels H) (lowestLevel H) := by
  obtain ⟨i₀, hi₀⟩ := Finite.exists_min hH.eigenvalues
  have hleast : IsLeast (levels H) (hH.eigenvalues i₀) := by
    refine ⟨eigenvalue_mem_levels hH i₀, ?_⟩
    rintro E ⟨v, hv, hE⟩
    -- some basis eigenvector overlaps with v
    have hex : ∃ i, star (hH.eigenvectorBasis i).ofLp ⬝ᵥ v ≠ 0 := by
      by_contra! h
      apply hv
      have hs := hH.eigenvectorBasis.sum_repr' (WithLp.toLp 2 v)
      have h0 : ∀ i, inner ℂ (hH.eigenvectorBasis i) (WithLp.toLp 2 v) = 0 := fun i => by
        rw [EuclideanSpace.inner_eq_star_dotProduct, dotProduct_comm]
        exact h i
      simp only [h0, zero_smul, Finset.sum_const_zero] at hs
      exact (congrArg WithLp.ofLp hs).symm
    obtain ⟨i, hc⟩ := hex
    -- overlapping eigenvectors of a Hermitian operator share their eigenvalue
    have key : star (hH.eigenvectorBasis i).ofLp ⬝ᵥ (H *ᵥ v)
        = star (H *ᵥ (hH.eigenvectorBasis i).ofLp) ⬝ᵥ v := by
      rw [Matrix.star_mulVec, hH.eq, Matrix.dotProduct_mulVec]
    rw [hE, hH.mulVec_eigenvectorBasis i, star_smul, star_trivial, dotProduct_smul,
      smul_dotProduct] at key
    simp only [smul_eq_mul, Complex.real_smul] at key
    have hEi : E = hH.eigenvalues i := Complex.ofReal_injective (mul_right_cancel₀ hc key)
    rw [hEi]
    exact hi₀ i
  rw [lowestLevel, hleast.csInf_eq]
  exact hleast

end

end LowestLevelIsLeast
```

The compiler's answer:

```
Main.lean:53:53: error(lean.synthInstanceFailed): failed to synthesize instance of type class
  TrivialStar (n → ℂ)

Hint: Type class instance resolution failures can be inspected with the `set_option trace.Meta.synthInstance true` command.
Main.lean:56:86: error: Application type mismatch: The argument
  key
has type
  ↑E * (hH.eigenvectorBasis i).ofLp ⬝ᵥ v = ↑(star (hH.eigenvalues i)) * (hH.eigenvectorBasis i).ofLp ⬝ᵥ v
but is expected to have type
  ↑E * star (hH.eigenvectorBasis i).ofLp ⬝ᵥ v = ↑(hH.eigenvalues i) * star (hH.eigenvectorBasis i).ofLp ⬝ᵥ v
in the application
  mul_right_cancel₀ hc key
Main.lean:35:58: error: unsolved goals
n : Type u_1
inst✝² : Fintype n
inst✝¹ : DecidableEq n
inst✝ : Nonempty n
H : Matrix n n ℂ
hH : H.IsHermitian
i₀ : n
hi₀ : ∀ (x : n), hH.eigenvalues i₀ ≤ hH.eigenvalues x
E : ℝ
v : n → ℂ
hv : v ≠ 0
hE : H *ᵥ v = ↑E • v
i : n
hc : star (hH.eigenvectorBasis i).ofLp ⬝ᵥ v ≠ 0
key : star (hH.eigenvectorBasis i).ofLp ⬝ᵥ ↑E • v = star (hH.eigenvalues i) • star (hH.eigenvectorBasis i).ofLp ⬝ᵥ v
⊢ TrivialStar (n → ℂ)
```

The change, after which it compiles:

```diff
@@ -51,6 +51,6 @@
         = star (H *ᵥ (hH.eigenvectorBasis i).ofLp) ⬝ᵥ v := by
       rw [Matrix.star_mulVec, hH.eq, Matrix.dotProduct_mulVec]
-    rw [hE, hH.mulVec_eigenvectorBasis i, star_smul, star_trivial, dotProduct_smul,
-      smul_dotProduct] at key
+    rw [hE, hH.mulVec_eigenvectorBasis i, star_smul, star_trivial (hH.eigenvalues i),
+      dotProduct_smul, smul_dotProduct] at key
     simp only [smul_eq_mul, Complex.real_smul] at key
     have hEi : E = hH.eigenvalues i := Complex.ofReal_injective (mul_right_cancel₀ hc key)
```

Diagnosis. The step `star_trivial` was meant to remove the conjugation from the real number `hH.eigenvalues i`. Given no argument, it rewrites the first `star` it can match, and in `key` that was the one on the basis eigenvector, `star (hH.eigenvectorBasis i).ofLp`. Dropping that `star` needs `TrivialStar (n → ℂ)`, that is, conjugation doing nothing to complex vectors. Lean finds no such instance, which is the first error, and the third lists the same instance as a goal left unproved.

The second error shows the result of the misplaced rewrite. In `key` the eigenvector has lost its `star` on both sides, while the eigenvalue still has one, so `key` no longer fits `hc` and the equation that `mul_right_cancel₀` should cancel.

The repair writes `star_trivial (hH.eigenvalues i)`, so the rewrite can only act on the eigenvalue. That is a real number, for which Lean has the instance, and the vectors keep their `star`. Moving `dotProduct_smul` to the next line is mere tidying.
